# Hops within two disjoint sets of fermionic modes are uncorrelated in a product state of the two sets

The modes are labelled by a type `ι`, finite or infinite, and act on a complex inner product space `H`. The inner product \(\langle x,y\rangle\) is conjugate-linear in \(x\). Operators are linear maps `Module.End ℂ H`, and their product is composition.

In Lean 4 with Mathlib:

```lean
import Mathlib

open Matrix
open scoped InnerProductSpace

namespace SeparatedFermionSubsystems

noncomputable section

variable {ι H : Type*} [DecidableEq ι] [NormedAddCommGroup H] [InnerProductSpace ℂ H]
```

Mode \(p\) has an annihilator \(a_p\) and a creator \(c_p\), with

\[
c_pc_q+c_qc_p=0,\qquad a_pc_q+c_qa_p=\delta_{pq},\qquad \langle c_px,y\rangle=\langle x,a_py\rangle .
\]

The vacuum \(v\) satisfies \(a_pv=0\) and \(\|v\|=1\). The structure `FermionModes` collects these assumptions. The anticommutators encode Fermi statistics for orthonormal orbitals, so overlapping, non-orthogonal orbitals are not covered.

```lean
/-- Fermionic modes with annihilators `a`, creators `c` adjoint to them, and a unit vacuum `v`. -/
structure FermionModes (a c : ι → Module.End ℂ H) (v : H) : Prop where
  cc : ∀ p q, c p * c q + c q * c p = 0
  ac : ∀ p q, a p * c q + c q * a p = if p = q then 1 else 0
  adj : ∀ p x y, ⟪c p x, y⟫_ℂ = ⟪x, a p y⟫_ℂ
  vac : ∀ p, a p v = 0
  unit : ‖v‖ = 1
```

A creator polynomial on a set \(A\) of modes is built from the identity by scaling, addition and left multiplication by \(c_p\) with \(p\in A\). Particle number need not be fixed. A hop is an operator \(c_pa_r\); for \(p=r\) it is the number operator of that mode.

```lean
/-- Linear combinations of products of creators whose modes lie in `A`. -/
inductive CreatorPoly (c : ι → Module.End ℂ H) (A : Set ι) : Module.End ℂ H → Prop
  | one : CreatorPoly c A 1
  | smul (z : ℂ) {X : Module.End ℂ H} (hX : CreatorPoly c A X) : CreatorPoly c A (z • X)
  | add {X Y : Module.End ℂ H} (hX : CreatorPoly c A X) (hY : CreatorPoly c A Y) :
      CreatorPoly c A (X + Y)
  | create {p : ι} {X : Module.End ℂ H} (hp : p ∈ A) (hX : CreatorPoly c A X) :
      CreatorPoly c A (c p * X)
```

## (a) Products of creators are creator polynomials

**Task.** Show that \(c_{p_1}\cdots c_{p_k}\), with all \(p_i\in A\), is a creator polynomial on \(A\).

**Solution.** The empty product is the identity. A longer product is \(c_{p_1}\) times a shorter one, so induction on the length suffices. Scaling and addition then give all linear combinations of \(k\)-fold products.

```lean
variable {a c : ι → Module.End ℂ H} {v : H} {A B : Set ι}

omit [DecidableEq ι] in
/-- A product of any number of creators on `A` is a creator polynomial on `A`. -/
theorem creatorPoly_prod (l : List ι) (hl : ∀ p ∈ l, p ∈ A) :
    CreatorPoly c A (l.map c).prod := by
  induction l with
  | nil => simpa using CreatorPoly.one
  | cons p l ih =>
    rw [List.map_cons, List.prod_cons]
    exact .create (hl p (by simp)) (ih fun q hq => hl q (by simp [hq]))
```

## (b) Annihilators anticommute

**Task.** Derive \(a_pa_q+a_qa_p=0\).

**Solution.** For all \(x,y\), moving both operators to the left gives

\[
\langle x,(a_pa_q+a_qa_p)y\rangle=\langle (c_qc_p+c_pc_q)x,y\rangle=0 .
\]

A vector orthogonal to every \(x\) is zero, which is the use of `ext_inner_left`.

```lean
/-- The annihilators anticommute with each other. -/
theorem annihilators_anticommute (h : FermionModes a c v) (p q : ι) :
    a p * a q + a q * a p = 0 := by
  refine LinearMap.ext fun y => ext_inner_left ℂ fun x => ?_
  have h1 : c q (c p x) + c p (c q x) = 0 := LinearMap.congr_fun (h.cc q p) x
  change ⟪x, a p (a q y) + a q (a p y)⟫_ℂ = ⟪x, (0 : H)⟫_ℂ
  rw [inner_add_right, ← h.adj, ← h.adj, ← h.adj, ← h.adj, ← inner_add_left, h1,
    inner_zero_left, inner_zero_right]
```

## (c) An annihilator acting on a creator polynomial

**Task.** Let \(X\) be a creator polynomial on \(A\) and \(m\) a mode. Find a creator polynomial \(X_1\) on \(A\) with \(a_mXw=X_1w\) whenever \(a_mw=0\). Show that \(a_mXw=0\) if also \(m\notin A\).

**Solution.** Use induction on \(X\). For \(X=1\) take \(X_1=0\); sums and multiples follow by linearity. For \(c_pX\),

\[
a_mc_pXw=\delta_{mp}Xw-c_pa_mXw=(\delta_{mp}X-c_pX_1)w .
\]

If \(m\notin A\), then \(m\ne p\) and \(a_mXw=0\), so both terms vanish. The same \(X_1\) serves every \(w\), which parts (e) to (g) need. In the code, `key` is the anticommutation step.

```lean
/-- Annihilating a mode in `X w`, where `w` does not contain that mode, gives `X₁ w` with `X₁`
again a creator polynomial on `A`; the result is zero if the mode lies outside `A`. -/
theorem annihilate_poly (h : FermionModes a c v) (m : ι) {X : Module.End ℂ H}
    (hX : CreatorPoly c A X) :
    ∃ X₁, CreatorPoly c A X₁ ∧ (∀ w, a m w = 0 → a m (X w) = X₁ w) ∧
      (m ∉ A → ∀ w, a m w = 0 → a m (X w) = 0) := by
  induction hX with
  | one => exact ⟨(0 : ℂ) • 1, .smul 0 .one, fun w hw => by simp [hw], fun _ w hw => by simp [hw]⟩
  | smul z _ ih =>
    obtain ⟨X₁, h1, e, f⟩ := ih
    exact ⟨z • X₁, .smul z h1, fun w hw => by simp [e w hw], fun hm w hw => by simp [f hm w hw]⟩
  | add _ _ ih ih' =>
    obtain ⟨X₁, h1, e, f⟩ := ih
    obtain ⟨X₂, h2, e', f'⟩ := ih'
    exact ⟨X₁ + X₂, .add h1 h2, fun w hw => by simp [e w hw, e' w hw],
      fun hm w hw => by simp [f hm w hw, f' hm w hw]⟩
  | @create p X hp hX ih =>
    obtain ⟨X₁, h1, e, f⟩ := ih
    -- move the annihilator past the first creator
    have key : ∀ x, a m (c p x) = (if m = p then (1 : ℂ) else 0) • x - c p (a m x) := by
      intro x
      have h2 : a m (c p x) + c p (a m x) = (if m = p then 1 else 0 : Module.End ℂ H) x :=
        LinearMap.congr_fun (h.ac m p) x
      rw [eq_sub_iff_add_eq, h2]
      split_ifs <;> simp
    refine ⟨(if m = p then (1 : ℂ) else 0) • X + (-1 : ℂ) • (c p * X₁),
      .add (.smul _ hX) (.smul _ (.create hp h1)), fun w hw => ?_, fun hm w hw => ?_⟩
    · rw [Module.End.mul_apply, key, e w hw]
      simp only [LinearMap.add_apply, LinearMap.smul_apply, Module.End.mul_apply]
      module
    · have hne : m ≠ p := fun hmp => hm (hmp ▸ hp)
      rw [Module.End.mul_apply, key, f hm w hw, if_neg hne]
      simp
```

## (d) A hop elsewhere passes through

**Task.** Show that \(c_qa_sX=Xc_qa_s\) for a creator polynomial \(X\) on \(A\) and \(s\notin A\).

**Solution.** For \(p\in A\) we have \(s\ne p\), hence

\[
c_qa_sc_p=-c_qc_pa_s=c_pc_qa_s .
\]

Induction carries the hop past every creator. The mode \(q\) is unrestricted, because creators always anticommute. `h1` and `h2` supply the two signs.

```lean
/-- A hop that annihilates a mode `s` outside `A` and creates in any mode `q` commutes with every
creator polynomial on `A`. -/
theorem hop_commutes (h : FermionModes a c v) {q s : ι} (hs : s ∉ A)
    {X : Module.End ℂ H} (hX : CreatorPoly c A X) (w : H) :
    c q (a s (X w)) = X (c q (a s w)) := by
  induction hX with
  | one => rfl
  | smul z _ ih => simp [ih]
  | add _ _ ih ih' => simp [ih, ih']
  | @create p X hp hX ih =>
    have hne : s ≠ p := fun hsp => hs (hsp ▸ hp)
    have h1 : a s (c p (X w)) + c p (a s (X w)) = 0 := by
      have h0 := LinearMap.congr_fun (h.ac s p) (X w)
      rw [if_neg hne] at h0
      exact h0
    have h2 : c q (c p (a s (X w))) + c p (c q (a s (X w))) = 0 :=
      LinearMap.congr_fun (h.cc q p) (a s (X w))
    -- the two signs cancel
    rw [Module.End.mul_apply, Module.End.mul_apply, eq_neg_of_add_eq_zero_left h1, map_neg,
      eq_neg_of_add_eq_zero_left h2, neg_neg, ih]
```

## (e) Overlaps factorise

**Task.** Let \(X,X'\) be creator polynomials on \(A\), and let \(a_mw=a_mw'=0\) for all \(m\in A\). Show that

\[
\langle Xw,X'w'\rangle=\langle Xv,X'v\rangle\langle w,w'\rangle .
\]

**Solution.** Use induction on \(X\), with \(X'\) arbitrary; linear combinations are immediate.

For \(X=1\), use induction on \(X'\). If \(X'=1\), the claim is \(\langle w,w'\rangle=\|v\|^2\langle w,w'\rangle\). If \(X'\) starts with \(c_p\), both sides vanish, since \(a_pw=0\) and \(a_pv=0\).

For \(c_pX\), part (c) gives \(X_1\) with \(a_pX'w'=X_1w'\) and \(a_pX'v=X_1v\). Therefore

\[
\langle c_pXw,X'w'\rangle=\langle Xw,X_1w'\rangle=\langle Xv,X_1v\rangle\langle w,w'\rangle=\langle c_pXv,X'v\rangle\langle w,w'\rangle .
\]

```lean
/-- If `w` and `w'` contain no particle in `A`, the overlap of `X w` with `X' w'` is the overlap
of `X v` with `X' v` times that of `w` with `w'`. -/
theorem overlap_factorizes (h : FermionModes a c v) {X X' : Module.End ℂ H}
    (hX : CreatorPoly c A X) (hX' : CreatorPoly c A X') {w w' : H}
    (hw : ∀ m ∈ A, a m w = 0) (hw' : ∀ m ∈ A, a m w' = 0) :
    ⟪X w, X' w'⟫_ℂ = ⟪X v, X' v⟫_ℂ * ⟪w, w'⟫_ℂ := by
  induction hX generalizing X' with
  | one =>
    have adj' : ∀ p x y, ⟪x, c p y⟫_ℂ = ⟪a p x, y⟫_ℂ := fun p x y => by
      rw [← inner_conj_symm, h.adj, inner_conj_symm]
    simp only [Module.End.one_apply]
    induction hX' with
    | one => simp [inner_self_eq_norm_sq_to_K, h.unit]
    | smul z _ ih => simp only [LinearMap.smul_apply, inner_smul_right, ih]; ring
    | add _ _ ih ih' => simp only [LinearMap.add_apply, inner_add_right, ih, ih']; ring
    | create hp _ _ => simp [adj', hw _ hp, h.vac]
  | smul z _ ih => simp only [LinearMap.smul_apply, inner_smul_left, ih hX']; ring
  | add _ _ ih ih' => simp only [LinearMap.add_apply, inner_add_left, ih hX', ih' hX']; ring
  | @create p X hp _ ih =>
    -- the creator on the left annihilates on the right
    obtain ⟨X₁, h1, e, _⟩ := annihilate_poly h p hX'
    rw [Module.End.mul_apply, Module.End.mul_apply, h.adj, h.adj, e w' (hw' p hp),
      e v (h.vac p), ih h1]
```

## (f) Two hops on disjoint sets

**Task.** Let \(A\) and \(B\) be disjoint, \(X,X'\) creator polynomials on \(A\), and \(Y,Y'\) on \(B\). For \(p,r\in A\) and \(q,s\in B\), show that

\[
\langle XYv,c_pa_rc_qa_sX'Y'v\rangle=\langle Xv,c_pa_rX'v\rangle\langle Yv,c_qa_sY'v\rangle .
\]

**Solution.** By (c), choose \(X_1\) for \(a_r\) acting on \(X'\), and \(Y_1\) for \(a_s\) acting on \(Y'\). Part (d) moves the second hop past \(X'\):

\[
c_pa_rc_qa_sX'Y'v=c_pa_rX'c_qa_sY'v=c_pa_rX'c_qY_1v=c_pX_1c_qY_1v .
\]

The last step uses \(a_rc_qY_1v=0\), from (c) with \(r\notin B\). The annihilators of \(A\) also kill \(Yv\), so (e) gives \(\langle Xv,c_pX_1v\rangle\langle Yv,c_qY_1v\rangle\). Undoing the replacements gives the claim.

Setting \(X'=X\) and \(Y'=Y\) gives the expectation-value formula for unit \(Xv\) and \(Yv\). For other nonzero vectors, divide both sides by \(\|XYv\|^2=\|Xv\|^2\|Yv\|^2\), an equality that follows from (e).

```lean
/-- For disjoint `A` and `B`, the matrix element of a hop in `A` times a hop in `B` between
the product states `X Y v` and `X' Y' v` is the product of the subsystem matrix elements. -/
theorem separated_hops_factorize (h : FermionModes a c v) (hAB : Disjoint A B)
    {X X' Y Y' : Module.End ℂ H} (hX : CreatorPoly c A X) (hX' : CreatorPoly c A X')
    (hY : CreatorPoly c B Y) (hY' : CreatorPoly c B Y')
    {p r q s : ι} (hp : p ∈ A) (hr : r ∈ A) (hq : q ∈ B) (hs : s ∈ B) :
    ⟪X (Y v), c p (a r (c q (a s (X' (Y' v)))))⟫_ℂ =
      ⟪X v, c p (a r (X' v))⟫_ℂ * ⟪Y v, c q (a s (Y' v))⟫_ℂ := by
  have empty : ∀ {Z}, CreatorPoly c B Z → ∀ m ∈ A, a m (Z v) = 0 := fun hZ m hm =>
    (annihilate_poly h m hZ).choose_spec.2.2 (Set.disjoint_left.mp hAB hm) v (h.vac m)
  obtain ⟨X₁, h1, e, _⟩ := annihilate_poly h r hX'
  obtain ⟨Y₁, h2, f, _⟩ := annihilate_poly h s hY'
  have hY₂ : CreatorPoly c B (c q * Y₁) := .create hq h2
  -- each hop acts on its own factor only
  rw [hop_commutes h (Set.disjoint_right.mp hAB hs) hX', f v (h.vac s), e v (h.vac r),
    ← Module.End.mul_apply (c q) Y₁, e _ (empty hY₂ r hr), ← Module.End.mul_apply (c p) X₁,
    ← Module.End.mul_apply (c p) X₁]
  exact overlap_factorizes h hX (.create hp h1) (empty hY) (empty hY₂)
```

## (g) The hops are uncorrelated in the joint state

**Task.** Let \(\|Xv\|=\|Yv\|=1\) and \(\Psi=XYv\). With the modes as in (f), show that

\[
\langle\Psi,c_pa_rc_qa_s\Psi\rangle=\langle\Psi,c_pa_r\Psi\rangle\langle\Psi,c_qa_s\Psi\rangle .
\]

**Solution.** Parts (c), (d) and (e) give

\[
\begin{aligned}
\langle\Psi,c_pa_r\Psi\rangle&=\langle Xv,c_pa_rXv\rangle\|Yv\|^2,\\
\langle\Psi,c_qa_s\Psi\rangle&=\|Xv\|^2\langle Yv,c_qa_sYv\rangle .
\end{aligned}
\]

Both norms are one, which turns the two lines into `hA` and `hB`. Insert them into (f).

```lean
/-- If `X v` and `Y v` are normalised, the expectation value in `X Y v` of a hop in `A` times a
hop in `B` is the product of the expectation values of the two hops in `X Y v`. -/
theorem separated_hops_uncorrelated (h : FermionModes a c v) (hAB : Disjoint A B)
    {X Y : Module.End ℂ H} (hX : CreatorPoly c A X) (hY : CreatorPoly c B Y)
    (hXv : ‖X v‖ = 1) (hYv : ‖Y v‖ = 1)
    {p r q s : ι} (hp : p ∈ A) (hr : r ∈ A) (hq : q ∈ B) (hs : s ∈ B) :
    ⟪X (Y v), c p (a r (c q (a s (X (Y v)))))⟫_ℂ =
      ⟪X (Y v), c p (a r (X (Y v)))⟫_ℂ * ⟪X (Y v), c q (a s (X (Y v)))⟫_ℂ := by
  have empty : ∀ {Z}, CreatorPoly c B Z → ∀ m ∈ A, a m (Z v) = 0 := fun hZ m hm =>
    (annihilate_poly h m hZ).choose_spec.2.2 (Set.disjoint_left.mp hAB hm) v (h.vac m)
  obtain ⟨X₁, h1, e, _⟩ := annihilate_poly h r hX
  obtain ⟨Y₁, h2, f, _⟩ := annihilate_poly h s hY
  have hA : ⟪X (Y v), c p (a r (X (Y v)))⟫_ℂ = ⟪X v, c p (a r (X v))⟫_ℂ := by
    have h3 := overlap_factorizes h hX (.create hp h1) (empty hY) (empty hY)
    rw [inner_self_eq_norm_sq_to_K (Y v), hYv] at h3
    rw [e _ (empty hY r hr), e v (h.vac r)]
    simpa using h3
  have hB : ⟪X (Y v), c q (a s (X (Y v)))⟫_ℂ = ⟪Y v, c q (a s (Y v))⟫_ℂ := by
    have h3 := overlap_factorizes h hX hX (empty hY) (empty (.create hq h2))
    rw [inner_self_eq_norm_sq_to_K (X v), hXv] at h3
    rw [hop_commutes h (Set.disjoint_right.mp hAB hs) hX, f v (h.vac s)]
    simpa using h3
  rw [separated_hops_factorize h hAB hX hX hY hY hp hr hq hs, hA, hB]
```

In electronic structure, this applies to two fragments in a product state on disjoint sets of orthonormal spin orbitals; each fragment may be correlated internally. For normalised \(Xv\) and \(Yv\), a code can store \(\gamma^A_{pr}=\langle Xv,c_pa_rXv\rangle\) and \(\gamma^B_{qs}=\langle Yv,c_qa_sYv\rangle\) and form the direct part of the electron–electron repulsion between the fragments as

\[
\sum_{p,r\in A}\ \sum_{q,s\in B}(pr|qs)\,\gamma^A_{pr}\gamma^B_{qs},
\]

where \((pr|qs)\) is the Coulomb integral between \(\phi_p^*\phi_r\) and \(\phi_q^*\phi_s\), and \(\phi_p\) is the spin orbital of mode \(p\). No four-index density matrix between the fragments is needed for this term.

## (h) Two explicit modes

**Task.** Give a concrete system that satisfies `FermionModes` and has normalised one-particle states.

**Solution.** Take \(\mathbb C^4\) with basis \(e_1,\dots,e_4\) and vacuum \(e_1\). The nonzero actions of the annihilators are

\[
a_0e_2=e_1,\quad a_0e_4=e_3,\quad a_1e_3=e_1,\quad a_1e_4=-e_2 .
\]

The minus sign is the Jordan–Wigner sign. `matrixOp` turns a matrix into an operator, and `jw` lists the two matrices.

```lean
/-- The operator on four-component state vectors given by a matrix. -/
def matrixOp (M : Matrix (Fin 4) (Fin 4) ℂ) : Module.End ℂ (EuclideanSpace ℂ (Fin 4)) where
  toFun x := WithLp.toLp 2 (M *ᵥ x.ofLp)
  map_add' x y := by simp [Matrix.mulVec_add]
  map_smul' z x := by simp [Matrix.mulVec_smul]

/-- Jordan–Wigner matrices of the annihilators of two modes. -/
def jw : Fin 2 → Matrix (Fin 4) (Fin 4) ℂ :=
  ![!![0, 1, 0, 0; 0, 0, 0, 0; 0, 0, 0, 1; 0, 0, 0, 0],
    !![0, 0, 1, 0; 0, 0, 0, -1; 0, 0, 0, 0; 0, 0, 0, 0]]
```

The creators are the conjugate transposes, so \(c_0e_1=e_2\) and \(c_1e_1=e_3\), both of norm one. The remaining relations are checked entry by entry, as `fin_cases` and `simp` do below. The choice \(A=\{0\}\), \(B=\{1\}\), \(X=c_0\), \(Y=c_1\) meets the conditions of (g), with \(\Psi=e_4\).

```lean
/-- The two Jordan–Wigner modes, with the first basis vector as vacuum, are fermionic modes, and
each creator turns the vacuum into a unit vector. -/
theorem fermionModes_witness :
    FermionModes (fun p => matrixOp (jw p)) (fun p => matrixOp (jw p)ᴴ) !₂[1, 0, 0, 0] ∧
      ∀ p, ‖matrixOp (jw p)ᴴ !₂[1, 0, 0, 0]‖ = 1 := by
  refine ⟨⟨fun p q => ?_, fun p q => ?_, fun p x y => ?_, fun p => ?_, ?_⟩, fun p => ?_⟩
  · refine LinearMap.ext fun x => ?_
    ext i
    fin_cases p <;> fin_cases q <;> fin_cases i <;>
      simp [matrixOp, jw, Matrix.mulVec, dotProduct, Fin.sum_univ_four, Matrix.mul_apply]
  · refine LinearMap.ext fun x => ?_
    ext i
    fin_cases p <;> fin_cases q <;> fin_cases i <;>
      simp [matrixOp, jw, Matrix.mulVec, dotProduct, Fin.sum_univ_four]
  · fin_cases p <;>
      simp [matrixOp, jw, Matrix.mulVec, dotProduct, Fin.sum_univ_four, PiLp.inner_apply]
  · ext i
    fin_cases p <;> fin_cases i <;>
      simp [matrixOp, jw, dotProduct, Fin.sum_univ_four]
  · simp [EuclideanSpace.norm_eq, Fin.sum_univ_four]
  · fin_cases p <;>
      simp [matrixOp, jw, Matrix.mulVec, dotProduct, Fin.sum_univ_four, EuclideanSpace.norm_eq]

end

end SeparatedFermionSubsystems
```

```lean
#print axioms SeparatedFermionSubsystems.creatorPoly_prod
-- 'SeparatedFermionSubsystems.creatorPoly_prod' depends on axioms: [propext, Classical.choice, Quot.sound]
#print axioms SeparatedFermionSubsystems.annihilators_anticommute
-- 'SeparatedFermionSubsystems.annihilators_anticommute' depends on axioms: [propext, Classical.choice, Quot.sound]
#print axioms SeparatedFermionSubsystems.separated_hops_uncorrelated
-- 'SeparatedFermionSubsystems.separated_hops_uncorrelated' depends on axioms: [propext, Classical.choice, Quot.sound]
```
